# The shift-current integrand as the imaginary part of a gauge-invariant loop's slope, vanishing at zeros of the matrix element

Light drives a transition from a valence to a conduction Bloch state, with cell-periodic parts $u_v(k)$ and $u_c(k)$ and interband position matrix element $r(k)$. The shift vector contains the derivative of the phase of $r$, and that phase is undefined where $r=0$. I have read that the shift-current integrand is nevertheless harmless there, because it is $\operatorname{Im}W'(0)$ for the loop

$$W(q)=\langle u_c(k),u_c(k+q)\rangle\,r(k+q)\,\langle u_v(k+q),u_v(k)\rangle\,\overline{r(k)}.$$

Can this be derived without dividing by $r$, and can I see a machine-checked proof?

## Differentiating the loop instead of the phase

Yes, for normalized, differentiable states and differentiable $r$. Let $A_n=i\langle u_n,u_n'\rangle$ be the Berry connection, with $n=c,v$ and primes denoting $k$-derivatives. Differentiating $\langle u_n,u_n\rangle=1$ gives $2\operatorname{Re}\langle u_n,u_n'\rangle=0$. Hence $A_n$ is real, $\langle u_n,u_n'\rangle=-iA_n$ and $\langle u_n',u_n\rangle=iA_n$.

At $q=0$ both overlaps equal 1, so the product rule gives

$$W'(0)=-iA_c|r|^2+r'\bar r+iA_v|r|^2,$$

$$\operatorname{Im}W'(0)=|r|^2(A_v-A_c)+\operatorname{Im}(r'\bar r).$$

Under $u_n\to e^{it_n}u_n$ and $r\to e^{i(t_v-t_c)}r$, the four factors of $W$ acquire the phases

$$t_c(k+q)-t_c(k),\quad t_v(k+q)-t_c(k+q),\quad t_v(k)-t_v(k+q),\quad t_c(k)-t_v(k),$$

which sum to zero.

If $r=\rho e^{i\varphi}$ with real differentiable $\rho,\varphi$, then $r'\bar r=\rho\rho'+i\rho^2\varphi'$, and the integrand is $\rho^2(\varphi'+A_v-A_c)$. Where $r\ne0$, $W(0)=|r|^2>0$, so $\arg W$ has slope $\operatorname{Im}(W'(0)/W(0))=\operatorname{Im}W'(0)/|r|^2$. This is the shift vector in a common sign convention. Exchanging the band labels reverses its sign and gives the displacement of the electron on excitation from $v$ to $c$.

At a zero of $r$ the factor $\overline{r(k)}$ kills the whole loop, so a zero value there says little. The useful fact is a limit: for continuously differentiable data every term in the formula is continuous, so the integrand tends to zero as $k$ approaches the node.

## An avoided node in numbers

Take constant normalized states and $r(k)=k+i\varepsilon$ with $\varepsilon=0.1$, as a local model for light polarized perpendicular to the $k$-line. (For polarization along the line, $r=i\langle u_c,u_v'\rangle$ would vanish for constant states.) At $k=0$,

$$W(q)=(q+0.1i)(-0.1i)=0.01-0.1i\,q.$$

The integrand is $-0.1$, but the shift vector is $-0.1/0.01=-10$. For general $\varepsilon\neq0$ they are $-\varepsilon$ and $-1/\varepsilon$: as $\varepsilon\to0$, only the shift vector diverges.

In a band-structure code, diagonalization returns eigenvectors with arbitrary phases at each $k$. If both bands are nondegenerate, one can evaluate $\operatorname{Im}W(\delta)/\delta$ at a small mesh step $\delta$, computing $r$ at each of the two points from the same eigenvectors as $r=i\langle u_c,(\partial H)u_v\rangle/(E_v-E_c)$, where $E_n$ are the band energies and $\partial H$ is the derivative of the Bloch Hamiltonian along the polarization. No phase smoothing is then needed, whereas a finite difference of the eigenvectors themselves would require it.

## What the Lean statements say

The states are curves `uc uv : ℝ → E` in any complex inner product space, including $\mathbb C^n$; `inner ℂ` is conjugate-linear in its first argument. `berryConnection` is defined as a real part, and `shiftIntegrand` as $\operatorname{Im}W'(0)$, so the formula is a theorem. `HasDerivAt` says that a function is differentiable at a point with the stated derivative.

The matrix element `r` is an arbitrary complex function, not computed from the states, which need be neither orthogonal nor eigenstates. For linearly polarized light, with $r$ the component along the polarization and $k$ varied along the current direction, the result supplies the geometric factor in the independent-particle shift-current response along one line in $k$; the energy delta function, Brillouin-zone sum and conductivity prefactor are absent.

```lean
import Mathlib

open Complex (I)
open scoped ComplexConjugate Topology

namespace ShiftCurrentLoop

noncomputable section

variable {E : Type*} [NormedAddCommGroup E] [InnerProductSpace ℂ E]

/-- The loop `W(q) = ⟨u_c(k), u_c(k+q)⟩ r(k+q) ⟨u_v(k+q), u_v(k)⟩ conj (r(k))`. -/
def shiftLoop (uc uv : ℝ → E) (r : ℝ → ℂ) (k q : ℝ) : ℂ :=
  inner ℂ (uc k) (uc (k + q)) * r (k + q) * inner ℂ (uv (k + q)) (uv k) * conj (r k)

/-- The Berry connection `A = Re (i⟨u, u'⟩)` of a band. -/
def berryConnection (u : ℝ → E) (k : ℝ) : ℝ :=
  (I * inner ℂ (u k) (deriv u k)).re

/-- The shift-current integrand `Im W'(0)`. -/
def shiftIntegrand (uc uv : ℝ → E) (r : ℝ → ℂ) (k : ℝ) : ℝ :=
  (deriv (shiftLoop uc uv r k) 0).im

/-- The phase factor `exp(i t)`. -/
def phase (t : ℝ) : ℂ := Complex.exp (t * I)

/-- A phase factor times its conjugate is one. -/
theorem phase_conj_mul (t : ℝ) : conj (phase t) * phase t = 1 := by
  rw [phase, ← Complex.exp_conj, ← Complex.exp_add]
  simp

/-- The loop is unchanged when `u_n` becomes `exp(i t_n) u_n` and `r` becomes
`exp(i(t_v - t_c)) r`, for arbitrary real functions `t_c`, `t_v` of `k`. -/
theorem shiftLoop_gauge (uc uv : ℝ → E) (r : ℝ → ℂ) (tc tv : ℝ → ℝ) (k q : ℝ) :
    shiftLoop (fun x => phase (tc x) • uc x) (fun x => phase (tv x) • uv x)
      (fun x => phase (tv x - tc x) * r x) k q = shiftLoop uc uv r k q := by
  have hsub : ∀ a b : ℝ, phase (a - b) = phase a * conj (phase b) := by
    intro a b
    rw [phase, phase, phase, ← Complex.exp_conj, ← Complex.exp_add]
    congr 1
    simp only [map_mul, Complex.conj_ofReal, Complex.conj_I, Complex.ofReal_sub]
    ring
  -- each phase meets its own conjugate once around the loop
  calc _ = (conj (phase (tc k)) * phase (tc k)) *
        (conj (phase (tc (k + q))) * phase (tc (k + q))) *
        (conj (phase (tv k)) * phase (tv k)) *
        (conj (phase (tv (k + q))) * phase (tv (k + q))) * shiftLoop uc uv r k q := by
        simp only [shiftLoop, inner_smul_left, inner_smul_right, hsub, map_mul,
          Complex.conj_conj]
        ring
    _ = _ := by simp only [phase_conj_mul, one_mul]

/-- For a differentiable normalized state, `i⟨u, u'⟩` is real and equals the Berry
connection. -/
theorem berryConnection_real {u : ℝ → E} {k : ℝ} (hu : ∀ x, ‖u x‖ = 1)
    (hd : DifferentiableAt ℝ u k) :
    I * inner ℂ (u k) (deriv u k) = (berryConnection u k : ℂ) := by
  -- differentiate the normalization condition
  have h := hd.hasDerivAt.inner ℂ hd.hasDerivAt
  have hc : (fun t => inner ℂ (u t) (u t)) = fun _ => (1 : ℂ) := by
    funext t
    rw [inner_self_eq_norm_sq_to_K, hu t]
    simp
  rw [hc] at h
  have h0 := h.unique (hasDerivAt_const k (1 : ℂ))
  rw [← inner_conj_symm (deriv u k) (u k)] at h0
  have hre := congrArg Complex.re h0
  simp only [Complex.add_re, Complex.conj_re, Complex.zero_re] at hre
  have hz : (inner ℂ (u k) (deriv u k)).re = 0 := by linarith
  apply Complex.ext
  · simp [berryConnection]
  · simp [hz]

/-- If `f` is differentiable at `k`, then `f(k+q)` has derivative `f'(k)` in `q` at `q = 0`. -/
theorem hasDerivAt_translate {F : Type*} [NormedAddCommGroup F] [NormedSpace ℝ F]
    {f : ℝ → F} {k : ℝ} (hf : DifferentiableAt ℝ f k) :
    HasDerivAt (fun q => f (k + q)) (deriv f k) 0 := by
  have h' : HasDerivAt f (deriv f k) (k + 0) := by
    rw [add_zero]
    exact hf.hasDerivAt
  exact h'.comp_const_add k 0

/-- For differentiable normalized states and differentiable `r`, the loop has derivative
`W'(0) = r' conj r + i |r|² (A_v - A_c)`. -/
theorem hasDerivAt_shiftLoop {uc uv : ℝ → E} {r : ℝ → ℂ} {k : ℝ}
    (hc : ∀ x, ‖uc x‖ = 1) (hv : ∀ x, ‖uv x‖ = 1) (dc : DifferentiableAt ℝ uc k)
    (dv : DifferentiableAt ℝ uv k) (dr : DifferentiableAt ℝ r k) :
    HasDerivAt (shiftLoop uc uv r k) (deriv r k * conj (r k) +
      ((‖r k‖ ^ 2 * (berryConnection uv k - berryConnection uc k) : ℝ) : ℂ) * I) 0 := by

  have one : ∀ x : E, ‖x‖ = 1 → inner ℂ x x = (1 : ℂ) := by
    intro x hx
    rw [inner_self_eq_norm_sq_to_K, hx]
    simp
  -- the two overlaps contribute the two Berry connections
  have ov : ∀ u : ℝ → E, (∀ x, ‖u x‖ = 1) → DifferentiableAt ℝ u k →
      inner ℂ (u k) (deriv u k) = -I * (berryConnection u k : ℂ) := by
    intro u hu hd
    linear_combination (-I) * berryConnection_real hu hd +
      inner ℂ (u k) (deriv u k) * Complex.I_sq
  have ev : inner ℂ (deriv uv k) (uv k) = I * (berryConnection uv k : ℂ) := by
    rw [← inner_conj_symm, ov uv hv dv]
    simp
  have h1 := (hasDerivAt_const (0 : ℝ) (uc k)).inner ℂ (hasDerivAt_translate dc)
  have h2 := (hasDerivAt_translate dv).inner ℂ (hasDerivAt_const (0 : ℝ) (uv k))
  have h : HasDerivAt (shiftLoop uc uv r k) _ 0 :=
    ((h1.fun_mul (hasDerivAt_translate dr)).fun_mul h2).mul_const (conj (r k))
  refine h.congr_deriv ?_
  have hr2 : r k * conj (r k) = ((‖r k‖ ^ 2 : ℝ) : ℂ) := by
    rw [Complex.mul_conj, Complex.normSq_eq_norm_sq]
  simp only [add_zero, zero_add, inner_zero_left, inner_zero_right, one _ (hc k),
    one _ (hv k), ov uc hc dc, ev]
  push_cast at hr2 ⊢
  linear_combination ((berryConnection uv k : ℂ) - berryConnection uc k) * I * hr2

/-- For differentiable normalized states and differentiable `r`, the shift-current integrand
is `Im W'(0) = |r|² (A_v - A_c) + Im (r' conj r)`. -/
theorem shiftIntegrand_eq {uc uv : ℝ → E} {r : ℝ → ℂ} {k : ℝ}
    (hc : ∀ x, ‖uc x‖ = 1) (hv : ∀ x, ‖uv x‖ = 1) (dc : DifferentiableAt ℝ uc k)
    (dv : DifferentiableAt ℝ uv k) (dr : DifferentiableAt ℝ r k) :
    shiftIntegrand uc uv r k = ‖r k‖ ^ 2 * (berryConnection uv k - berryConnection uc k) +
      (deriv r k * conj (r k)).im := by
  rw [shiftIntegrand, (hasDerivAt_shiftLoop hc hv dc dv dr).deriv, Complex.add_im,
    Complex.im_ofReal_mul, Complex.I_im]
  ring

/-- If `r = ρ exp(iφ)` with differentiable real `ρ` and `φ`, and the states are differentiable
and normalized, the integrand is `ρ² (φ' + A_v - A_c)`. -/
theorem shiftIntegrand_polar {uc uv : ℝ → E} {ρ φ : ℝ → ℝ} {k : ℝ}
    (hc : ∀ x, ‖uc x‖ = 1) (hv : ∀ x, ‖uv x‖ = 1) (dc : DifferentiableAt ℝ uc k)
    (dv : DifferentiableAt ℝ uv k) (dρ : DifferentiableAt ℝ ρ k)
    (dφ : DifferentiableAt ℝ φ k) :
    shiftIntegrand uc uv (fun x => (ρ x : ℂ) * phase (φ x)) k =
      ρ k ^ 2 * (deriv φ k + berryConnection uv k - berryConnection uc k) := by
  have h1 : HasDerivAt (fun x => (φ x : ℂ)) ((deriv φ k : ℝ) : ℂ) k :=
    dφ.hasDerivAt.ofReal_comp
  have h2 : HasDerivAt (fun x => (φ x : ℂ) * I) (((deriv φ k : ℝ) : ℂ) * I) k :=
    h1.mul_const I
  have hp : HasDerivAt (fun x => phase (φ x))
      (phase (φ k) * (((deriv φ k : ℝ) : ℂ) * I)) k := by
    simp only [phase]
    exact h2.cexp
  have h3 : HasDerivAt (fun x => (ρ x : ℂ)) ((deriv ρ k : ℝ) : ℂ) k :=
    dρ.hasDerivAt.ofReal_comp
  have hr := h3.fun_mul hp
  have e : (((deriv ρ k : ℝ) : ℂ) * phase (φ k) +
      (ρ k : ℂ) * (phase (φ k) * (((deriv φ k : ℝ) : ℂ) * I)))
      * conj ((ρ k : ℂ) * phase (φ k)) =
      ((deriv ρ k * ρ k : ℝ) : ℂ) + ((ρ k ^ 2 * deriv φ k : ℝ) : ℂ) * I := by
    rw [map_mul, Complex.conj_ofReal]
    push_cast
    linear_combination (((deriv ρ k : ℝ) : ℂ) * (ρ k : ℂ) +
      (ρ k : ℂ) ^ 2 * ((deriv φ k : ℝ) : ℂ) * I) * phase_conj_mul (φ k)
  have hn : ‖(ρ k : ℂ) * phase (φ k)‖ ^ 2 = ρ k ^ 2 := by
    rw [norm_mul, phase, Complex.norm_exp_ofReal_mul_I, mul_one, Complex.norm_real,
      Real.norm_eq_abs, sq_abs]
  rw [shiftIntegrand_eq hc hv dc dv hr.differentiableAt, hr.deriv, e, hn, Complex.add_im,
    Complex.ofReal_im, Complex.im_ofReal_mul, Complex.I_im]
  ring

/-- For differentiable normalized states and differentiable `r` with `r(k) ≠ 0`, the phase of
the loop has slope `Im W'(0) / |r|²` at `q = 0`; this slope is the shift vector. -/
theorem hasDerivAt_arg_shiftLoop {uc uv : ℝ → E} {r : ℝ → ℂ} {k : ℝ}
    (hc : ∀ x, ‖uc x‖ = 1) (hv : ∀ x, ‖uv x‖ = 1) (dc : DifferentiableAt ℝ uc k)
    (dv : DifferentiableAt ℝ uv k) (dr : DifferentiableAt ℝ r k) (h0 : r k ≠ 0) :
    HasDerivAt (fun q => (shiftLoop uc uv r k q).arg)
      (shiftIntegrand uc uv r k / ‖r k‖ ^ 2) 0 := by
  -- the loop starts on the positive real axis, where the logarithm is smooth
  have hW : shiftLoop uc uv r k 0 = ((‖r k‖ ^ 2 : ℝ) : ℂ) := by
    rw [← Complex.normSq_eq_norm_sq, ← Complex.mul_conj]
    simp [shiftLoop, inner_self_eq_norm_sq_to_K, hc k, hv k]
  have hs : shiftLoop uc uv r k 0 ∈ Complex.slitPlane := by
    rw [hW]
    have := norm_pos_iff.mpr h0
    exact Complex.ofReal_mem_slitPlane.mpr (by positivity)
  have hl := (hasDerivAt_shiftLoop hc hv dc dv dr).differentiableAt.hasDerivAt.clog_real hs
  have hf : (fun q => (shiftLoop uc uv r k q).arg) =
      fun q => (Complex.log (shiftLoop uc uv r k q)).im := by
    funext q
    rw [Complex.log_im]
  rw [hf]
  refine (Complex.imCLM.hasFDerivAt.comp_hasDerivAt (0 : ℝ) hl).congr_deriv ?_
  simp only [shiftIntegrand, hW, Complex.imCLM_apply, Complex.div_ofReal_im]

/-- For continuously differentiable normalized states and continuously differentiable `r`, the
integrand tends to zero as `k` approaches a zero of `r`. -/
theorem shiftIntegrand_tendsto_node {uc uv : ℝ → E} {r : ℝ → ℂ} {k₀ : ℝ}
    (hc : ∀ x, ‖uc x‖ = 1) (hv : ∀ x, ‖uv x‖ = 1) (dc : ContDiff ℝ 1 uc)
    (dv : ContDiff ℝ 1 uv) (dr : ContDiff ℝ 1 r) (h0 : r k₀ = 0) :
    Filter.Tendsto (shiftIntegrand uc uv r) (𝓝 k₀) (𝓝 0) := by
  have hA : ∀ u : ℝ → E, ContDiff ℝ 1 u → Continuous (berryConnection u) := fun u hu =>
    Complex.continuous_re.comp (continuous_const.mul
      (Continuous.inner (𝕜 := ℂ) hu.continuous (hu.continuous_deriv (by simp))))
  have hf : shiftIntegrand uc uv r = fun k =>
      ‖r k‖ ^ 2 * (berryConnection uv k - berryConnection uc k) +
      (deriv r k * conj (r k)).im := by
    funext k
    exact shiftIntegrand_eq hc hv (dc.differentiable (by simp) k)
      (dv.differentiable (by simp) k) (dr.differentiable (by simp) k)
  have hcont : Continuous (shiftIntegrand uc uv r) := by
    rw [hf]
    exact ((dr.continuous.norm.pow 2).mul ((hA uv dv).sub (hA uc dc))).add
      (Complex.continuous_im.comp ((dr.continuous_deriv (by simp)).mul
        (Complex.continuous_conj.comp dr.continuous)))
  have hz : shiftIntegrand uc uv r k₀ = 0 := by
    rw [hf]
    simp [h0]
  simpa only [hz] using hcont.tendsto k₀

/-- An avoided node: for constant unit states and `r(k) = k + iε` with `ε ≠ 0`, the integrand
is `-ε` at every `k`, while the slope of the loop's phase at `k = 0` is `-1/ε`. -/
theorem avoided_node {c v : E} (hc : ‖c‖ = 1) (hv : ‖v‖ = 1) {ε : ℝ} (hε : ε ≠ 0) :
    (∀ k, shiftIntegrand (fun _ => c) (fun _ => v) (fun x => (x : ℂ) + ε * I) k = -ε) ∧
    HasDerivAt (fun q => (shiftLoop (fun _ => c) (fun _ => v)
      (fun x => (x : ℂ) + ε * I) 0 q).arg) (-1 / ε) 0 := by
  have hr : ∀ k : ℝ, HasDerivAt (fun x : ℝ => (x : ℂ) + ε * I) 1 k := fun k =>
    ((hasDerivAt_id' k).ofReal_comp.add_const ((ε : ℂ) * I)).congr_deriv (by simp)
  have hI : ∀ k, shiftIntegrand (fun _ => c) (fun _ => v)
      (fun x => (x : ℂ) + ε * I) k = -ε := by
    intro k
    rw [shiftIntegrand_eq (fun _ => hc) (fun _ => hv) (differentiableAt_const c)
      (differentiableAt_const v) (hr k).differentiableAt, (hr k).deriv]
    simp [berryConnection]
  refine ⟨hI, ?_⟩
  have hne : ((0 : ℝ) : ℂ) + ε * I ≠ 0 := by
    intro h
    have him := congrArg Complex.im h
    simp at him
    exact hε him
  have hn : ‖((0 : ℝ) : ℂ) + ε * I‖ ^ 2 = ε ^ 2 := by
    rw [← Complex.normSq_eq_norm_sq]
    simp [Complex.normSq_apply, pow_two]
  refine (hasDerivAt_arg_shiftLoop (fun _ => hc) (fun _ => hv) (differentiableAt_const c)
    (differentiableAt_const v) (hr 0).differentiableAt hne).congr_deriv ?_
  rw [hI, hn]
  field_simp

end

end ShiftCurrentLoop
```

```lean
#print axioms ShiftCurrentLoop.shiftIntegrand_polar
-- 'ShiftCurrentLoop.shiftIntegrand_polar' depends on axioms: [propext, Classical.choice, Quot.sound]
#print axioms ShiftCurrentLoop.hasDerivAt_arg_shiftLoop
-- 'ShiftCurrentLoop.hasDerivAt_arg_shiftLoop' depends on axioms: [propext, Classical.choice, Quot.sound]
#print axioms ShiftCurrentLoop.shiftIntegrand_tendsto_node
-- 'ShiftCurrentLoop.shiftIntegrand_tendsto_node' depends on axioms: [propext, Classical.choice, Quot.sound]
#print axioms ShiftCurrentLoop.avoided_node
-- 'ShiftCurrentLoop.avoided_node' depends on axioms: [propext, Classical.choice, Quot.sound]
```

## From the product rule to the node

`shiftLoop_gauge` regroups the phases into four conjugate pairs, each equal to 1 by `phase_conj_mul`. `berryConnection_real` differentiates the normalization condition, and `hasDerivAt_translate` turns a derivative at $k$ into one at $q=0$.

`hasDerivAt_shiftLoop` applies the product rule; its final `linear_combination` replaces $r\bar r$ by $|r|^2$. `shiftIntegrand_eq` takes the imaginary part, and `shiftIntegrand_polar` substitutes $r=\rho e^{i\varphi}$.

For the shift vector, `hasDerivAt_arg_shiftLoop` writes $\arg W$ as $\operatorname{Im}\log W$, which is differentiable because $W(0)$ is positive. `shiftIntegrand_tendsto_node` proves the integrand continuous and evaluates it at the node. `avoided_node` inserts the example into the general formulas.
